# The derivative of a singular value is Re⟨u, A′v⟩ when its singular vectors are differentiable

Take a nonzero complex number \(a(t)=r(t)e^{i\theta(t)}\) with \(r>0\), regarded as a 1×1 matrix. Its singular value is \(r\), with singular vectors \(u=e^{i\theta}\) and \(v=1\). Differentiating \(a\) gives

\[
\bar u\,a' = r' + i\,r\,\theta' .
\]

The real part is the derivative of the singular value; the imaginary part records only the turning phase of \(u\).

## From one number to an m×n matrix

Let \(A(t)\) be a complex \(m\times n\) matrix, \(u(t)\) and \(v(t)\) unit vectors, and \(s(t)\) a real number, with

\[
Av=su,\qquad A^*u=sv
\]

for all \(t\) near \(t_0\). Write \(\langle x,y\rangle=\sum_i \bar x_i y_i\), and let primes denote derivatives at \(t_0\). If \(A\), \(u\) and \(v\) are differentiable at \(t_0\), then so is \(s\), and \(s'=\mathrm{Re}\langle u,A'v\rangle\).

Since \(u\) has unit norm, \(s=\langle u,Av\rangle\) near \(t_0\). The right-hand side is differentiable, hence so is \(s\), and

\[
s'=\langle u',Av\rangle+\langle u,A'v\rangle+\langle u,Av'\rangle .
\]

The first singular equation turns the first term into \(s\langle u',u\rangle\). The second turns the last into \(\langle A^*u,v'\rangle=s\langle v,v'\rangle\). Differentiating \(\langle u,u\rangle=1\) gives \(\langle u',u\rangle=-\langle u,u'\rangle\), so

\[
s'=\langle u,A'v\rangle+s\bigl(\langle v,v'\rangle-\langle u,u'\rangle\bigr).
\]

Because \(\langle u',u\rangle\) is the conjugate of \(\langle u,u'\rangle\), the latter is purely imaginary, and likewise \(\langle v,v'\rangle\). The real part is the claim. The imaginary part reads

\[
\mathrm{Im}\langle u,A'v\rangle=s\bigl(\mathrm{Im}\langle u,u'\rangle-\mathrm{Im}\langle v,v'\rangle\bigr).
\]

For a bipartite pure state in finite orthonormal bases, the singular values of the coefficient matrix are the Schmidt coefficients, so the formula gives their response to one parameter wherever the coefficient matrix is differentiable and the Schmidt vectors can be chosen differentiable.

## A column with entries 3 and 4

Let \(A(t)=(3+t,\,4)^T\), a 2×1 matrix. At \(t=0\) we have \(s=5\), \(u=(3/5,4/5)\), \(v=1\) and \(A'=(1,0)^T\), so \(s'=3/5\). Directly, \(s=\sqrt{(3+t)^2+16}\) has derivative \(3/5\) at zero.

## Without the adjoint equation

Keep \(A=\mathrm{diag}(1,0)\) constant, with \(u=(1,0)\), \(v=(\cos t,\sin t)\) and \(s=\cos t\). Then \(Av=su\) and both vectors are normalised, but \(A^*u=(1,0)\) differs from \(sv\) near \(t=\pi/4\). There \(s'=-1/\sqrt2\), whereas \(\mathrm{Re}\langle u,A'v\rangle=0\).

## Singular triples in Lean

The finite types `m` and `n` index rows and columns.

```lean
import Mathlib

open Matrix Filter Topology

namespace SingularValueHellmannFeynman

variable {m n : Type*} [Fintype m] [Fintype n]
```

The structure below collects the two singular equations and the two normalisations. `Aᴴ` is the adjoint, and `star x ⬝ᵥ y` is \(\langle x,y\rangle\). No sign is imposed on `s`, so it may be the negative of a singular value in the usual convention.

```lean
/-- The real number `s` and the unit vectors `u`, `v` satisfy the singular value equations
`A v = s u` and `A* u = s v`. -/
structure IsSingularTriple (A : Matrix m n ℂ) (s : ℝ) (u : m → ℂ) (v : n → ℂ) : Prop where
  map_right : A *ᵥ v = (s : ℂ) • u
  map_left : Aᴴ *ᵥ u = (s : ℂ) • v
  unit_left : star u ⬝ᵥ u = 1
  unit_right : star v ⬝ᵥ v = 1
```

## Product rules and normalisation

Both product rules are proved by differentiating finite sums term by term. Matrix derivatives are taken entry by entry.

```lean
/-- Product rule for the overlap `⟨x(t), y(t)⟩` of two differentiable vectors. -/
theorem hasDerivAt_overlap {x y : ℝ → m → ℂ} {x' y' : m → ℂ} {t₀ : ℝ}
    (hx : HasDerivAt x x' t₀) (hy : HasDerivAt y y' t₀) :
    HasDerivAt (fun t => star (x t) ⬝ᵥ y t) (star x' ⬝ᵥ y t₀ + star (x t₀) ⬝ᵥ y') t₀ := by
  have h : HasDerivAt (fun t => ∑ i, star (x t i) * y t i)
      (∑ i, (star (x' i) * y t₀ i + star (x t₀ i) * y' i)) t₀ :=
    HasDerivAt.fun_sum fun i _ => ((hasDerivAt_pi.1 hx i).star).fun_mul (hasDerivAt_pi.1 hy i)
  simpa only [dotProduct, Pi.star_apply, Finset.sum_add_distrib] using h

omit [Fintype m] in
/-- Product rule for a differentiable matrix acting on a differentiable vector. -/
theorem hasDerivAt_mulVec {A : ℝ → Matrix m n ℂ} {A' : Matrix m n ℂ} {v : ℝ → n → ℂ}
    {v' : n → ℂ} {t₀ : ℝ} (hA : ∀ i j, HasDerivAt (fun t => A t i j) (A' i j) t₀)
    (hv : HasDerivAt v v' t₀) :
    HasDerivAt (fun t => A t *ᵥ v t) (A' *ᵥ v t₀ + A t₀ *ᵥ v') t₀ := by
  refine hasDerivAt_pi.2 fun i => ?_
  have h : HasDerivAt (fun t => ∑ j, A t i j * v t j)
      (∑ j, (A' i j * v t₀ j + A t₀ i j * v' j)) t₀ :=
    HasDerivAt.fun_sum fun j _ => (hA i j).fun_mul (hasDerivAt_pi.1 hv j)
  simpa only [Matrix.mulVec, dotProduct, Pi.add_apply, Finset.sum_add_distrib] using h
```

For a unit vector, the overlap \(\langle x,x\rangle\) is locally constant. Uniqueness of the derivative gives the first conclusion, and comparing real parts gives the second.

```lean
/-- If a differentiable vector keeps unit norm near `t₀`, then `⟨x', x⟩ + ⟨x, x'⟩ = 0`
and `⟨x, x'⟩` has no real part at `t₀`. -/
theorem unit_vector_overlap {x : ℝ → m → ℂ} {x' : m → ℂ} {t₀ : ℝ}
    (hx : HasDerivAt x x' t₀) (hunit : ∀ᶠ t in 𝓝 t₀, star (x t) ⬝ᵥ x t = 1) :
    star x' ⬝ᵥ x t₀ + star (x t₀) ⬝ᵥ x' = 0 ∧ (star (x t₀) ⬝ᵥ x').re = 0 := by
  have h : star x' ⬝ᵥ x t₀ + star (x t₀) ⬝ᵥ x' = 0 :=
    (hasDerivAt_overlap hx hx).unique
      ((hasDerivAt_const t₀ (1 : ℂ)).congr_of_eventuallyEq hunit)
  -- the two overlaps are complex conjugates, so their real parts agree
  have hre : (star x' ⬝ᵥ x t₀).re = (star (x t₀) ⬝ᵥ x').re := by
    simp only [dotProduct, Complex.re_sum, Pi.star_apply, Complex.star_def, Complex.mul_re,
      Complex.conj_re, Complex.conj_im]
    exact Finset.sum_congr rfl fun i _ => by ring
  have h2 := congrArg Complex.re h
  rw [Complex.add_re, Complex.zero_re] at h2
  exact ⟨h, by linarith⟩
```

## The complex derivative and its two parts

The hypothesis `hT` uses `∀ᶠ t in 𝓝 t₀`: the triple exists throughout some neighbourhood of \(t_0\). Differentiability of `u` and `v` at \(t_0\) is assumed, not derived; at a degeneracy it restricts which singular vectors may be chosen. In the proof, `hs` is \(s=\langle u,Av\rangle\), `hadj` moves \(A\) onto \(u\), and the final `linear_combination` inserts the normalisation identity.

```lean
section Response

variable {A : ℝ → Matrix m n ℂ} {A' : Matrix m n ℂ} {s : ℝ → ℝ} {u : ℝ → m → ℂ}
  {v : ℝ → n → ℂ} {u' : m → ℂ} {v' : n → ℂ} {t₀ : ℝ}

/-- For a singular triple near `t₀` with `A`, `u`, `v` differentiable at `t₀`, the derivative of
`s`, viewed as a complex number, is `⟨u, A' v⟩ + s (⟨v, v'⟩ - ⟨u, u'⟩)`. -/
theorem hasDerivAt_singularValue_complex
    (hA : ∀ i j, HasDerivAt (fun t => A t i j) (A' i j) t₀)
    (hu : HasDerivAt u u' t₀) (hv : HasDerivAt v v' t₀)
    (hT : ∀ᶠ t in 𝓝 t₀, IsSingularTriple (A t) (s t) (u t) (v t)) :
    HasDerivAt (fun t => (s t : ℂ)) (star (u t₀) ⬝ᵥ (A' *ᵥ v t₀)
      + (s t₀ : ℂ) * (star (v t₀) ⬝ᵥ v' - star (u t₀) ⬝ᵥ u')) t₀ := by
  have h0 := hT.self_of_nhds
  have hnorm := (unit_vector_overlap hu (hT.mono fun _ h => h.unit_left)).1
  -- near `t₀` the singular value is the matrix element `⟨u, A v⟩`
  have hs : ∀ᶠ t in 𝓝 t₀, (s t : ℂ) = star (u t) ⬝ᵥ (A t *ᵥ v t) :=
    hT.mono fun t h => by
      rw [h.map_right, dotProduct_smul, h.unit_left, smul_eq_mul, mul_one]
  -- the adjoint equation moves `A` from `v'` onto `u`
  have hadj : star (u t₀) ⬝ᵥ (A t₀ *ᵥ v') = (s t₀ : ℂ) * (star (v t₀) ⬝ᵥ v') := by
    rw [Matrix.dotProduct_mulVec, ← Matrix.conjTranspose_conjTranspose (A t₀),
      ← Matrix.star_mulVec, h0.map_left, star_smul, smul_dotProduct, smul_eq_mul,
      Complex.star_def, Complex.conj_ofReal]
  refine ((hasDerivAt_overlap hu (hasDerivAt_mulVec hA hv)).congr_of_eventuallyEq
    hs).congr_deriv ?_
  rw [h0.map_right, dotProduct_add, hadj, dotProduct_smul, smul_eq_mul]
  linear_combination (s t₀ : ℂ) * hnorm
```

Composing with the real-part map gives the main theorem, since `hur` and `hvr` remove the vector derivatives.

```lean
/-- Hellmann-Feynman theorem for singular values: for a singular triple near `t₀` with `A`, `u`,
`v` differentiable at `t₀`, the singular value is differentiable and `s' = Re ⟨u, A' v⟩`. -/
theorem hasDerivAt_singularValue
    (hA : ∀ i j, HasDerivAt (fun t => A t i j) (A' i j) t₀)
    (hu : HasDerivAt u u' t₀) (hv : HasDerivAt v v' t₀)
    (hT : ∀ᶠ t in 𝓝 t₀, IsSingularTriple (A t) (s t) (u t) (v t)) :
    HasDerivAt s (star (u t₀) ⬝ᵥ (A' *ᵥ v t₀)).re t₀ := by
  have hur := (unit_vector_overlap hu (hT.mono fun _ h => h.unit_left)).2
  have hvr := (unit_vector_overlap hv (hT.mono fun _ h => h.unit_right)).2
  have h : HasDerivAt s _ t₀ := Complex.reCLM.hasFDerivAt.comp_hasDerivAt t₀
    (hasDerivAt_singularValue_complex hA hu hv hT)
  refine h.congr_deriv ?_
  simp only [Complex.reCLM_apply, Complex.add_re, Complex.mul_re, Complex.sub_re,
    Complex.ofReal_re, Complex.ofReal_im]
  linear_combination s t₀ * hvr - s t₀ * hur
```

The imaginary part of a real function is constantly zero, so its derivative vanishes; this yields the phase relation.

```lean
/-- For a singular triple near `t₀` with `A`, `u`, `v` differentiable at `t₀`, the imaginary part of
`⟨u, A' v⟩` at `t₀` is `s` times the difference of the phase drifts `Im ⟨u, u'⟩` and `Im ⟨v, v'⟩`.
-/
theorem im_eq_phase_drift
    (hA : ∀ i j, HasDerivAt (fun t => A t i j) (A' i j) t₀)
    (hu : HasDerivAt u u' t₀) (hv : HasDerivAt v v' t₀)
    (hT : ∀ᶠ t in 𝓝 t₀, IsSingularTriple (A t) (s t) (u t) (v t)) :
    (star (u t₀) ⬝ᵥ (A' *ᵥ v t₀)).im
      = s t₀ * ((star (u t₀) ⬝ᵥ u').im - (star (v t₀) ⬝ᵥ v').im) := by
  -- a real singular value has a vanishing imaginary part at all times
  have h : HasDerivAt (fun _ : ℝ => (0 : ℝ)) _ t₀ :=
    Complex.imCLM.hasFDerivAt.comp_hasDerivAt t₀
      (hasDerivAt_singularValue_complex hA hu hv hT)
  have h2 := h.unique (hasDerivAt_const t₀ (0 : ℝ))
  simp only [Complex.imCLM_apply, Complex.add_im, Complex.mul_im, Complex.sub_im,
    Complex.ofReal_re, Complex.ofReal_im] at h2
  linear_combination h2
```

## Changing one matrix entry

If \(tc\) is added to entry \((i,j)\), then \(A'v\) has the single component \(c\,v_j\) at position \(i\), and \(s'(0)=\mathrm{Re}(\bar u_i\,c\,v_j)\).

```lean
/-- Response to one matrix entry: if `t c` is added to entry `(i, j)` of `A₀` and the singular
vectors are differentiable at `t = 0`, then `s'(0) = Re (conj(u i) c (v j))`. -/
theorem hasDerivAt_singularValue_entry [DecidableEq m] [DecidableEq n]
    (A₀ : Matrix m n ℂ) (i : m) (j : n) (c : ℂ)
    (hu : HasDerivAt u u' 0) (hv : HasDerivAt v v' 0)
    (hT : ∀ᶠ t : ℝ in 𝓝 0,
      IsSingularTriple (A₀ + (t : ℂ) • Matrix.single i j c) (s t) (u t) (v t)) :
    HasDerivAt s (star (u 0 i) * (c * v 0 j)).re 0 := by
  have hA : ∀ k l, HasDerivAt (fun t : ℝ => (A₀ + (t : ℂ) • Matrix.single i j c) k l)
      (Matrix.single i j c k l) 0 := fun k l => by
    have h1 : HasDerivAt (fun t : ℝ => (t : ℂ)) 1 0 := by
      simpa using (hasDerivAt_id (0 : ℝ)).ofReal_comp
    have h2 := (h1.mul_const (Matrix.single i j c k l)).const_add (A₀ k l)
    rw [one_mul] at h2
    exact h2
  -- the perturbation sends `v` to a vector supported on site `i`
  have hw : Matrix.single i j c *ᵥ v 0 = Pi.single i (c * v 0 j) := by
    ext k
    by_cases h : i = k
    · subst h
      simp [Matrix.mulVec, dotProduct, Matrix.single_apply]
    · simp [Matrix.mulVec, dotProduct, h, Ne.symm h]
  refine (hasDerivAt_singularValue hA hu hv hT).congr_deriv ?_
  rw [hw]
  simp [dotProduct, Pi.single_apply]

end Response
```

## A rotating phase in a 2×2 matrix

The last theorem exhibits a family with \(s=t\) and \(\langle u,A'v\rangle=1+it\). The real part is the correct derivative, 1; for \(t\neq0\) the full matrix element is not. At \(t=0\) the signed value \(s=t\) passes smoothly through zero, where the non-negative singular value \(|t|\) has a kink.

```lean
/-- The matrix `diag(t exp(it), 1)` has the singular triple `s = t`, `u = (exp(it), 0)`,
`v = (1, 0)`, with `A` and `u` differentiable, and `⟨u, A' v⟩ = 1 + it`. -/
theorem singularTriple_witness (t : ℝ) :
    IsSingularTriple !![(t : ℂ) * Complex.exp (t * Complex.I), 0; 0, 1] t
      ![Complex.exp (t * Complex.I), 0] ![1, 0] ∧
    (∀ i j, HasDerivAt
      (fun r : ℝ => !![(r : ℂ) * Complex.exp (r * Complex.I), 0; 0, 1] i j)
      (!![(1 + t * Complex.I) * Complex.exp (t * Complex.I), 0; 0, 0] i j) t) ∧
    HasDerivAt (fun r : ℝ => ![Complex.exp (r * Complex.I), 0])
      ![Complex.I * Complex.exp (t * Complex.I), 0] t ∧
    star ![Complex.exp (t * Complex.I), 0] ⬝ᵥ
      (!![(1 + t * Complex.I) * Complex.exp (t * Complex.I), 0; 0, 0] *ᵥ ![1, 0])
      = 1 + t * Complex.I := by
  have h0 : HasDerivAt (fun r : ℝ => (r : ℂ)) 1 t := by
    simpa using (hasDerivAt_id t).ofReal_comp
  have h1 : HasDerivAt (fun r : ℝ => Complex.exp (r * Complex.I))
      (Complex.I * Complex.exp (t * Complex.I)) t :=
    ((h0.mul_const Complex.I).cexp).congr_deriv (by ring)
  have h2 : HasDerivAt (fun r : ℝ => (r : ℂ) * Complex.exp (r * Complex.I))
      ((1 + t * Complex.I) * Complex.exp (t * Complex.I)) t :=
    (h0.fun_mul h1).congr_deriv (by ring)
  -- the phase factor has modulus one
  have e : (starRingEnd ℂ) (Complex.exp (t * Complex.I)) * Complex.exp (t * Complex.I) = 1 := by
    rw [← Complex.exp_conj, ← Complex.exp_add]
    simp
  refine ⟨?_, ?_, ?_, ?_⟩
  · generalize Complex.exp (t * Complex.I) = w at e
    constructor
    · ext i
      fin_cases i <;> simp [Matrix.mulVec, dotProduct, Fin.sum_univ_two]
    · ext i
      fin_cases i
      · simp [Matrix.mulVec, dotProduct, Fin.sum_univ_two]
        linear_combination (t : ℂ) * e
      · simp [Matrix.mulVec, dotProduct, Fin.sum_univ_two]
    · simpa [dotProduct, Fin.sum_univ_two] using e
    · simp [dotProduct, Fin.sum_univ_two]
  · intro i j
    fin_cases i <;> fin_cases j
    · exact h2
    · exact hasDerivAt_const t (0 : ℂ)
    · exact hasDerivAt_const t (0 : ℂ)
    · exact hasDerivAt_const t (1 : ℂ)
  · refine hasDerivAt_pi.2 fun i => ?_
    fin_cases i
    · exact h1
    · exact hasDerivAt_const t (0 : ℂ)
  · generalize Complex.exp (t * Complex.I) = w at e
    simp [Matrix.mulVec, dotProduct, Fin.sum_univ_two]
    linear_combination (1 + t * Complex.I) * e

end SingularValueHellmannFeynman
```

```lean
#print axioms SingularValueHellmannFeynman.im_eq_phase_drift
-- 'SingularValueHellmannFeynman.im_eq_phase_drift' depends on axioms: [propext, Classical.choice, Quot.sound]
#print axioms SingularValueHellmannFeynman.hasDerivAt_singularValue_entry
-- 'SingularValueHellmannFeynman.hasDerivAt_singularValue_entry' depends on axioms: [propext, Classical.choice, Quot.sound]
```
